# For a massive free Dirac particle, u(p) is orthogonal to v(−p), but in general not to v(p)

Let E and m ≠ 0 be real numbers and p a real three-vector, with ħ = c = 1. Write pslash = Eβ − γ·p, and qslash for the same matrix with q = (E, −p). If the four-component spinors u, v and w satisfy

(pslash − m)u = 0, (pslash + m)v = 0, (qslash + m)w = 0,

then, with H(p) = βγ·p + mβ and ū = u†β,

H(−p)v = −Ev, ūv = 0, u†w = 0.

The product u†v is different. For the standard spinors built on two-spinors f and g with E + m > 0, it equals 2f†(σ·p)g, and for every p ≠ 0 some f and g make it non-zero.

The spinor v multiplies the plane wave exp(i(Et − p·x)), which has wave vector −p. For a free particle with E > 0, the negative-energy partner of u at wave vector p is therefore w, and u†w = 0 is the relation that separates the two signs of energy in a plane-wave expansion.

## Derivation from the block matrices

Write s = σ·p and number the components of p as 0, 1, 2. Then

s = [[p₂, p₀ − ip₁], [p₀ + ip₁, −p₂]].

This matrix is Hermitian. In its square the off-diagonal entries cancel and each diagonal entry is p₀² + p₁² + p₂², so s² = p². In the Dirac representation

β = [[1, 0], [0, −1]], γ·p = [[0, s], [−s, 0]], H(p) = [[m, s], [s, −m]].

**Energy eigenvalues.** Multiply pslash u = mu by β and use β² = 1:

Eu − βγ·p u = mβu, that is, H(p)u = Eu.

Multiplying by β again reverses the step. Since −pslash belongs to (−E, −p), the equation pslash v = −mv becomes H(−p)v = −Ev. The same argument with q gives H(p)w = −Ew.

**Mass shell.** Squaring the block matrix gives H(p)² = p² + m², because the off-diagonal blocks ms − sm vanish. Hence E²u = (p² + m²)u, and u ≠ 0 forces E² = p² + m².

**The product ūv.** The matrix γ·p is anti-Hermitian and anticommutes with β, so

pslash†β = (Eβ + γ·p)β = E − βγ·p = β pslash.

Therefore

m ūv = (pslash u)†βv = u†β pslash v = −m ūv,

and ūv = 0 because m ≠ 0.

**The product u†w.** H(p) is Hermitian, so

E u†w = (H(p)u)†w = u†H(p)w = −E u†w.

If u = 0 there is nothing to show. Otherwise E² ≥ m² > 0, and u†w = 0.

**Standard spinors.** With N = √(E + m), set

u = (Nf, N⁻¹sf), v = (N⁻¹sg, Ng).

On the mass shell N = (E + m)N⁻¹ and N⁻¹p² = (E − m)N. The two rows of pslash u are then

ENf − N⁻¹p²f = mNf,
Nsf − EN⁻¹sf = mN⁻¹sf,

and those of pslash v are

EN⁻¹sg − Nsg = −mN⁻¹sg,
N⁻¹p²g − ENg = −mNg.

In the overlap the factors N cancel:

u†v = f†sg + (sf)†g = 2f†sg.

The choice f = sg gives 2p²|g|², which is non-zero for p ≠ 0 and g ≠ 0. These spinors are not normalised: on the mass shell u†u = 2E|f|² and v†v = 2E|g|². After normalisation this choice has overlap |p|/E, a value obtained here by hand and not stated in the Lean file.

## Spinors and operators in Lean

```lean
import Mathlib

open Matrix
open scoped ComplexOrder

namespace FreeDiracSpinors

noncomputable section
```

A spinor is a complex function on two copies of a two-element index set, the upper and lower two-spinors.

```lean
/-- Four-component spinors, written as an upper and a lower two-spinor. -/
abbrev Spinor := Fin 2 ⊕ Fin 2 → ℂ
```

The momentum is a real function on `Fin 3`, and `momentumSq p` is p².

```lean
/-- The squared length of the three-momentum. -/
def momentumSq (p : Fin 3 → ℝ) : ℝ := ∑ i, p i ^ 2
```

`pauli 0`, `pauli 1` and `pauli 2` are σx, σy and σz, and `sigmaDot p` is s.

```lean
/-- The three Pauli matrices. -/
def pauli : Fin 3 → Matrix (Fin 2) (Fin 2) ℂ :=
  ![!![0, 1; 1, 0], !![0, -Complex.I; Complex.I, 0], !![1, 0; 0, -1]]

/-- The matrix `σ·p`. -/
def sigmaDot (p : Fin 3 → ℝ) : Matrix (Fin 2) (Fin 2) ℂ := ∑ i, (p i : ℂ) • pauli i
```

The next definitions fix the Dirac representation and the sign convention pslash = Eβ − γ·p.

```lean
/-- The matrix `β = γ⁰` in the Dirac representation. -/
def beta : Matrix (Fin 2 ⊕ Fin 2) (Fin 2 ⊕ Fin 2) ℂ := fromBlocks 1 0 0 (-1)

/-- The matrix `γ·p` in the Dirac representation. -/
def gammaDot (p : Fin 3 → ℝ) : Matrix (Fin 2 ⊕ Fin 2) (Fin 2 ⊕ Fin 2) ℂ :=
  fromBlocks 0 (sigmaDot p) (-sigmaDot p) 0

/-- The contraction `pslash = E γ⁰ - γ·p` of the four-momentum `(E, p)`. -/
def slash (E : ℝ) (p : Fin 3 → ℝ) : Matrix (Fin 2 ⊕ Fin 2) (Fin 2 ⊕ Fin 2) ℂ :=
  (E : ℂ) • beta - gammaDot p

/-- The free Dirac Hamiltonian `H(p) = α·p + β m`, with `α = β γ`. -/
def hamiltonian (p : Fin 3 → ℝ) (m : ℝ) : Matrix (Fin 2 ⊕ Fin 2) (Fin 2 ⊕ Fin 2) ℂ :=
  beta * gammaDot p + (m : ℂ) • beta
```

The plane-wave exponentials have been divided out, so all statements concern constant spinors, each belonging to a single momentum p or −p, without an external potential.

```lean
/-- The standard spinor `u` built on the two-spinor `f`, for `E + m > 0`. -/
def uSpinor (E : ℝ) (p : Fin 3 → ℝ) (m : ℝ) (f : Fin 2 → ℂ) : Spinor :=
  Sum.elim ((Real.sqrt (E + m) : ℂ) • f)
    ((((Real.sqrt (E + m))⁻¹ : ℝ) : ℂ) • (sigmaDot p *ᵥ f))

/-- The standard spinor `v` built on the two-spinor `g`, for `E + m > 0`. -/
def vSpinor (E : ℝ) (p : Fin 3 → ℝ) (m : ℝ) (g : Fin 2 → ℂ) : Spinor :=
  Sum.elim ((((Real.sqrt (E + m))⁻¹ : ℝ) : ℂ) • (sigmaDot p *ᵥ g))
    ((Real.sqrt (E + m) : ℂ) • g)
```

## The Hamiltonian form and the mass shell

The first lemma writes s as the explicit two-by-two matrix and checks both properties entry by entry.

```lean
/-- `σ·p` is Hermitian and its square is `p²`. -/
theorem sigmaDot_hermitian_sq (p : Fin 3 → ℝ) :
    (sigmaDot p)ᴴ = sigmaDot p ∧
      sigmaDot p * sigmaDot p = (momentumSq p : ℂ) • 1 := by
  have h : sigmaDot p = !![(p 2 : ℂ), p 0 - p 1 * Complex.I;
      p 0 + p 1 * Complex.I, -(p 2 : ℂ)] := by
    ext i j
    fin_cases i <;> fin_cases j <;>
      simp [sigmaDot, pauli, Fin.sum_univ_three, sub_eq_add_neg]
  rw [h]
  constructor
  · ext i j
    fin_cases i <;> fin_cases j <;> simp [conjTranspose_apply, sub_eq_add_neg]
  · ext i j
    fin_cases i <;> fin_cases j <;>
      simp [Matrix.mul_apply, Fin.sum_univ_two, momentumSq, Fin.sum_univ_three]
    · linear_combination (-(p 1 : ℂ) ^ 2) * Complex.I_sq
    · ring
    · ring
    · linear_combination (-(p 1 : ℂ) ^ 2) * Complex.I_sq
```

The Dirac equation is written as `slash E p *ᵥ u = (m : ℂ) • u`, where `*ᵥ` applies a matrix to a vector. The identities `hH` and `hS` express H through β pslash and pslash through βH, one for each direction of the equivalence.

```lean
/-- The equation `(pslash - m)u = 0` is equivalent to `H(p)u = Eu`. -/
theorem dirac_iff_hamiltonian (E : ℝ) (p : Fin 3 → ℝ) (m : ℝ) (u : Spinor) :
    slash E p *ᵥ u = (m : ℂ) • u ↔ hamiltonian p m *ᵥ u = (E : ℂ) • u := by
  have hb : beta * beta = 1 := by simp [beta, fromBlocks_multiply]
  -- multiplication by β turns one operator into the other
  have hH : hamiltonian p m = (E : ℂ) • 1 - beta * slash E p + (m : ℂ) • beta := by
    simp only [hamiltonian, slash, mul_sub, mul_smul_comm, hb]
    module
  have hS : slash E p = beta * ((E : ℂ) • 1 - hamiltonian p m) + (m : ℂ) • 1 := by
    simp only [hamiltonian, slash, mul_sub, mul_add, mul_smul_comm, ← mul_assoc, hb,
      mul_one, one_mul]
    module
  constructor
  · intro h
    rw [hH, add_mulVec, sub_mulVec, ← mulVec_mulVec, h]
    simp only [smul_mulVec, one_mulVec, mulVec_smul]
    module
  · intro h
    rw [hS, add_mulVec, ← mulVec_mulVec, sub_mulVec, h]
    simp only [smul_mulVec, one_mulVec, sub_self, mulVec_zero, zero_add]
```

The version for v applies this lemma to −E and −p.

```lean
/-- The equation `(pslash + m)v = 0` is equivalent to `H(-p)v = -Ev`. -/
theorem dirac_neg_iff_hamiltonian (E : ℝ) (p : Fin 3 → ℝ) (m : ℝ) (v : Spinor) :
    slash E p *ᵥ v = (-(m : ℂ)) • v ↔
      hamiltonian (-p) m *ᵥ v = (-(E : ℂ)) • v := by
  have hg : gammaDot (-p) = -gammaDot p := by
    simp [gammaDot, sigmaDot, fromBlocks_neg]
  have hs : slash (-E) (-p) = -slash E p := by
    simp only [slash, hg, Complex.ofReal_neg]
    module
  have h := dirac_iff_hamiltonian (-E) (-p) m v
  rw [hs, neg_mulVec, neg_eq_iff_eq_neg, ← neg_smul, Complex.ofReal_neg] at h
  exact h
```

Next come the block form of H, its Hermiticity and its square.

```lean
/-- The Dirac Hamiltonian is Hermitian and its square is `p² + m²`. -/
theorem hamiltonian_hermitian_sq (p : Fin 3 → ℝ) (m : ℝ) :
    (hamiltonian p m)ᴴ = hamiltonian p m ∧
      hamiltonian p m * hamiltonian p m = ((momentumSq p : ℂ) + (m : ℂ) ^ 2) • 1 := by
  obtain ⟨h1, h2⟩ := sigmaDot_hermitian_sq p
  have h : hamiltonian p m =
      fromBlocks ((m : ℂ) • 1) (sigmaDot p) (sigmaDot p) (-((m : ℂ) • 1)) := by
    simp [hamiltonian, beta, gammaDot, fromBlocks_multiply, fromBlocks_smul, fromBlocks_add]
  rw [h]
  constructor
  · simp [fromBlocks_conjTranspose, h1]
  · rw [fromBlocks_multiply, h2, ← fromBlocks_one, fromBlocks_smul]
    congr 1 <;>
      simp only [Matrix.smul_mul, Matrix.mul_smul, Matrix.one_mul, Matrix.mul_one,
        Matrix.mul_neg, Matrix.neg_mul] <;> module
```

Applying H twice to u and cancelling the non-zero spinor gives the mass shell, which is thus derived and not assumed.

```lean
/-- A non-zero solution of `(pslash - m)u = 0` lies on the mass shell `E² = p² + m²`. -/
theorem mass_shell {E m : ℝ} {p : Fin 3 → ℝ} {u : Spinor} (hu0 : u ≠ 0)
    (hu : slash E p *ᵥ u = (m : ℂ) • u) : E ^ 2 = momentumSq p + m ^ 2 := by
  have h := (dirac_iff_hamiltonian E p m u).mp hu
  have h2 : (hamiltonian p m * hamiltonian p m) *ᵥ u = ((E : ℂ) * E) • u := by
    rw [← mulVec_mulVec, h, mulVec_smul, h, smul_smul]
  rw [(hamiltonian_hermitian_sq p m).2, smul_mulVec, one_mulVec] at h2
  have h3 := smul_left_injective ℂ hu0 h2
  have h4 : (E : ℂ) ^ 2 = momentumSq p + (m : ℂ) ^ 2 := by linear_combination -h3
  exact_mod_cast h4
```

## The two orthogonality relations

In the main theorem `star u ⬝ᵥ (beta *ᵥ v)` is ūv and `star u ⬝ᵥ w` is u†w. The sign of E is left free. The hypothesis `hm` says that the particle has a rest mass; it excludes the case m = E = 0, p = 0, in which every spinor solves all three equations and both relations fail.

The identity `ha` is pslash†β = β pslash. In each half, `h` moves the operator across the product and `linear_combination h / 2` collects the two equal terms of opposite sign.

```lean
/-- Let `m ≠ 0`, `(pslash - m)u = 0`, `(pslash + m)v = 0` and `(qslash + m)w = 0` with
`q = (E, -p)`. Then `H(-p)v = -Ev`, `ū v = 0` and `u†w = 0`. -/
theorem free_spinor_orthogonality {E m : ℝ} {p : Fin 3 → ℝ} {u v w : Spinor} (hm : m ≠ 0)
    (hu : slash E p *ᵥ u = (m : ℂ) • u) (hv : slash E p *ᵥ v = (-(m : ℂ)) • v)
    (hw : slash E (-p) *ᵥ w = (-(m : ℂ)) • w) :
    hamiltonian (-p) m *ᵥ v = (-(E : ℂ)) • v ∧
      star u ⬝ᵥ (beta *ᵥ v) = 0 ∧ star u ⬝ᵥ w = 0 := by
  refine ⟨(dirac_neg_iff_hamiltonian E p m v).mp hv, ?_, ?_⟩
  · -- pslash is self-adjoint for the Dirac adjoint
    have ha : (slash E p)ᴴ * beta = beta * slash E p := by
      simp [slash, beta, gammaDot, sub_eq_add_neg, fromBlocks_smul, fromBlocks_neg,
        fromBlocks_add, fromBlocks_conjTranspose, fromBlocks_multiply,
        (sigmaDot_hermitian_sq p).1]
    have h : star (slash E p *ᵥ u) ⬝ᵥ (beta *ᵥ v) =
        star u ⬝ᵥ (beta *ᵥ (slash E p *ᵥ v)) := by
      rw [star_mulVec, ← dotProduct_mulVec, mulVec_mulVec, ha, ← mulVec_mulVec]
    rw [hu, hv, star_smul, mulVec_smul, smul_dotProduct, dotProduct_smul] at h
    simp only [smul_eq_mul, Complex.star_def, Complex.conj_ofReal] at h
    have h0 : (m : ℂ) * (star u ⬝ᵥ (beta *ᵥ v)) = 0 := by linear_combination h / 2
    exact (mul_eq_zero.mp h0).resolve_left (Complex.ofReal_ne_zero.mpr hm)
  · by_cases hu0 : u = 0
    · simp [hu0]
    -- the mass shell excludes E = 0
    have hE : E ≠ 0 := by
      intro h0
      have h1 := mass_shell hu0 hu
      have h2 : 0 ≤ momentumSq p := Finset.sum_nonneg fun i _ => sq_nonneg (p i)
      have h3 : 0 < m ^ 2 := by positivity
      rw [h0] at h1
      linarith
    have hu' := (dirac_iff_hamiltonian E p m u).mp hu
    have hw' := (dirac_neg_iff_hamiltonian E (-p) m w).mp hw
    rw [neg_neg] at hw'
    have h : star (hamiltonian p m *ᵥ u) ⬝ᵥ w = star u ⬝ᵥ (hamiltonian p m *ᵥ w) := by
      rw [star_mulVec, ← dotProduct_mulVec, (hamiltonian_hermitian_sq p m).1]
    rw [hu', hw', star_smul, smul_dotProduct, dotProduct_smul] at h
    simp only [smul_eq_mul, Complex.star_def, Complex.conj_ofReal] at h
    have h0 : (E : ℂ) * (star u ⬝ᵥ w) = 0 := by linear_combination h / 2
    exact (mul_eq_zero.mp h0).resolve_left (Complex.ofReal_ne_zero.mpr hE)
```

## The overlap of the standard spinors

Here the mass shell is a hypothesis, because E, p and m are given before the spinors are built. In the proof `a` and `b` stand for N and N⁻¹, and `hL` and `hK` are the two relations for N used above. Each of the four rows follows from one of them.

```lean
/-- On the mass shell with `E + m > 0`, the standard spinors satisfy
`(pslash - m)u = 0` and `(pslash + m)v = 0`. -/
theorem standard_spinors_solve {E m : ℝ} {p : Fin 3 → ℝ} (hpos : 0 < E + m)
    (hE : E ^ 2 = momentumSq p + m ^ 2) (f g : Fin 2 → ℂ) :
    slash E p *ᵥ uSpinor E p m f = (m : ℂ) • uSpinor E p m f ∧
      slash E p *ᵥ vSpinor E p m g = (-(m : ℂ)) • vSpinor E p m g := by
  have hs : (Real.sqrt (E + m) : ℂ) * (Real.sqrt (E + m) : ℂ) = E + m := by
    rw [← Complex.ofReal_mul, Real.mul_self_sqrt hpos.le, Complex.ofReal_add]
  have hi : (Real.sqrt (E + m) : ℂ) * (((Real.sqrt (E + m))⁻¹ : ℝ) : ℂ) = 1 := by
    rw [← Complex.ofReal_mul, mul_inv_cancel₀ (Real.sqrt_pos.mpr hpos).ne', Complex.ofReal_one]
  have hE' : (E : ℂ) ^ 2 = momentumSq p + (m : ℂ) ^ 2 := by exact_mod_cast hE
  unfold uSpinor vSpinor
  generalize (Real.sqrt (E + m) : ℂ) = a at *
  generalize (((Real.sqrt (E + m))⁻¹ : ℝ) : ℂ) = b at *
  have hL : a = (E + m) * b := by linear_combination b * hs - a * hi
  have hK : b * momentumSq p = (E - m) * a := by
    linear_combination (-b) * hE' - b * (E - m) * hs + (E - m) * a * hi
  have hσ (x : Fin 2 → ℂ) : sigmaDot p *ᵥ (sigmaDot p *ᵥ x) = (momentumSq p : ℂ) • x := by
    rw [mulVec_mulVec, (sigmaDot_hermitian_sq p).2, smul_mulVec, one_mulVec]
  have hS : slash E p =
      fromBlocks ((E : ℂ) • 1) (-sigmaDot p) (sigmaDot p) (-((E : ℂ) • 1)) := by
    simp [slash, beta, gammaDot, sub_eq_add_neg, fromBlocks_smul, fromBlocks_neg,
      fromBlocks_add]
  rw [hS, fromBlocks_mulVec, fromBlocks_mulVec]
  simp only [Sum.elim_comp_inl, Sum.elim_comp_inr, smul_mulVec, neg_mulVec, one_mulVec,
    mulVec_smul, hσ]
  constructor
  · ext (i | i) <;> simp only [Sum.elim_inl, Sum.elim_inr, Pi.add_apply, Pi.smul_apply,
      Pi.neg_apply, smul_eq_mul]
    · linear_combination (-(f i)) * hK
    · linear_combination ((sigmaDot p *ᵥ f) i) * hL
  · ext (i | i) <;> simp only [Sum.elim_inl, Sum.elim_inr, Pi.add_apply, Pi.smul_apply,
      Pi.neg_apply, smul_eq_mul]
    · linear_combination (-((sigmaDot p *ᵥ g) i)) * hL
    · linear_combination (g i) * hK
```

The overlap formula needs only E + m > 0. `hsum` cancels the factors N in both halves, and `h` moves s across the product.

```lean
/-- For `E + m > 0` the standard spinors have the overlap `u†v = 2 f†(σ·p)g`. -/
theorem standard_overlap {E m : ℝ} (p : Fin 3 → ℝ) (hpos : 0 < E + m) (f g : Fin 2 → ℂ) :
    star (uSpinor E p m f) ⬝ᵥ vSpinor E p m g = 2 * (star f ⬝ᵥ (sigmaDot p *ᵥ g)) := by
  have hi : (Real.sqrt (E + m) : ℂ) * (((Real.sqrt (E + m))⁻¹ : ℝ) : ℂ) = 1 := by
    rw [← Complex.ofReal_mul, mul_inv_cancel₀ (Real.sqrt_pos.mpr hpos).ne', Complex.ofReal_one]
  have h : star (sigmaDot p *ᵥ f) ⬝ᵥ g = star f ⬝ᵥ (sigmaDot p *ᵥ g) := by
    rw [star_mulVec, ← dotProduct_mulVec, (sigmaDot_hermitian_sq p).1]
  -- the normalisation factors cancel in both halves
  have hsum : star (uSpinor E p m f) ⬝ᵥ vSpinor E p m g =
      star f ⬝ᵥ (sigmaDot p *ᵥ g) + star (sigmaDot p *ᵥ f) ⬝ᵥ g := by
    simp only [dotProduct, Fintype.sum_sum_type, uSpinor, vSpinor, Pi.star_apply,
      Sum.elim_inl, Sum.elim_inr, Pi.smul_apply, smul_eq_mul, Complex.star_def, map_mul,
      Complex.conj_ofReal]
    congr 1 <;> refine Finset.sum_congr rfl fun i _ => ?_
    · linear_combination (starRingEnd ℂ (f i) * (sigmaDot p *ᵥ g) i) * hi
    · linear_combination (starRingEnd ℂ ((sigmaDot p *ᵥ f) i) * g i) * hi
  rw [hsum, h]
  ring
```

The last theorem takes any g ≠ 0 and sets f = sg. Since s² = p² ≠ 0, the vector sg is non-zero, and the overlap is twice its squared length. On the mass shell, `standard_spinors_solve` adds that these u and v are solutions.

```lean
/-- For `E + m > 0`, `p ≠ 0` and any `g ≠ 0`, the choice `f = (σ·p)g` gives standard
spinors with `u†v ≠ 0`. -/
theorem standard_overlap_ne_zero {E m : ℝ} {p : Fin 3 → ℝ} (hpos : 0 < E + m) (hp : p ≠ 0)
    {g : Fin 2 → ℂ} (hg : g ≠ 0) :
    star (uSpinor E p m (sigmaDot p *ᵥ g)) ⬝ᵥ vSpinor E p m g ≠ 0 := by
  have hP : momentumSq p ≠ 0 := by
    intro h
    apply hp
    funext i
    have hi := (Finset.sum_eq_zero_iff_of_nonneg fun j _ => sq_nonneg (p j)).mp h i
      (Finset.mem_univ i)
    exact pow_eq_zero_iff two_ne_zero |>.mp hi
  -- σ·p is injective because its square is p²
  have hf : sigmaDot p *ᵥ g ≠ 0 := by
    intro h
    have h2 : (momentumSq p : ℂ) • g = 0 := by
      rw [← one_mulVec g, ← smul_mulVec, ← (sigmaDot_hermitian_sq p).2, ← mulVec_mulVec, h,
        mulVec_zero]
    exact (smul_ne_zero (Complex.ofReal_ne_zero.mpr hP) hg) h2
  rw [standard_overlap p hpos]
  exact mul_ne_zero two_ne_zero fun h => hf (dotProduct_star_self_eq_zero.mp h)

end

end FreeDiracSpinors
```

```lean
#print axioms FreeDiracSpinors.free_spinor_orthogonality
#print axioms FreeDiracSpinors.standard_spinors_solve
#print axioms FreeDiracSpinors.standard_overlap_ne_zero
```

```
'FreeDiracSpinors.free_spinor_orthogonality' depends on axioms: [propext, Classical.choice, Quot.sound]
'FreeDiracSpinors.standard_spinors_solve' depends on axioms: [propext, Classical.choice, Quot.sound]
'FreeDiracSpinors.standard_overlap_ne_zero' depends on axioms: [propext, Classical.choice, Quot.sound]
```
